# Twelve golden-ratio points: five neighbours at distance 2, five at 2φ, one opposite

A: Let $\varphi=(1+\sqrt5)/2$. The points $(0,\pm1,\pm\varphi)$ and their cyclic coordinate shifts are twelve distinct points. Each has five others at distance $2$, five at $2\varphi$ and one at $2R$, where $R=\sqrt{\varphi+2}<2$ is its distance from the origin.

Q: Show me by hand first. Where do the fives come from?

A: From $\varphi^2=\varphi+1$. Take $p=(0,s,t\varphi)$ with signs $s,t=\pm1$; cyclic symmetry covers the other starting points. Its squared norm is $1+\varphi^2=\varphi+2$. Now let $s',t'$ be the signs of a second point.

- For $(0,s',t'\varphi)$, changing only $s$ gives squared distance $4$. Changing only $t$ gives $4\varphi^2=4(\varphi+1)$, and changing both gives $4+4\varphi^2=4(\varphi+2)$.
- For $(t'\varphi,0,s')$, it is $\varphi^2+1+(t\varphi-s')^2=2\varphi+4-2ts'\varphi$. This is $4$ if $t=s'$ and $4(\varphi+1)$ otherwise, with two points in each case.
- For $(s',t'\varphi,0)$, it is $1+(s-t'\varphi)^2+\varphi^2=2\varphi+4-2st'\varphi$. Again two points give $4$ and two give $4(\varphi+1)$.

The totals are $1+2+2=5$ at distance $2$, $1+2+2=5$ at $2\varphi$, and one at $2R$. Since $0<4<4(\varphi+1)<4(\varphi+2)$, the groups don't overlap and no two points coincide.

Q: Are the formal objects points in space, or just a graph with convenient labels?

A: Points in space. The definitions begin with $\varphi$ as a real number.

In Lean 4 with Mathlib:

```lean
import Mathlib

open Finset

namespace IcosahedralCage

noncomputable section

/-- The golden ratio. -/
def phi : ℝ := (1 + √5) / 2

/-- A sign, plus or minus one. -/
def sgn (b : Bool) : ℝ := if b then 1 else -1

/-- A vertex label: a cyclic shift and two signs. -/
abbrev Label := Fin 3 × Bool × Bool

/-- The points (0, ±1, ±phi) and their cyclic coordinate shifts. -/
def vertex : Label → EuclideanSpace ℝ (Fin 3)
  | (0, s, t) => !₂[0, sgn s, sgn t * phi]
  | (1, s, t) => !₂[sgn t * phi, 0, sgn s]
  | (2, s, t) => !₂[sgn s, sgn t * phi, 0]

/-- The cage: the set of all the vertices in space. -/
def cage : Set (EuclideanSpace ℝ (Fin 3)) := Set.range vertex
```

A `Label` is a cyclic shift and two signs, with `true` meaning $+1$. The function `vertex` sends it to a point of `EuclideanSpace ℝ (Fin 3)`, whose distance is the ordinary Euclidean one. The set `cage` contains the resulting points, without their labels.

Q: So what does the main theorem, `icosahedral_distances`, say about them?

A: `cage.ncard = 12` says that the set has twelve elements. Then, for every `p ∈ cage`, the sets of cage points at distances `2`, `2 * phi` and `2 * √(phi + 2)` have 5, 5 and 1 elements, and `‖p‖ < 2`. The norm is the distance from the origin, which plays the part of the centre. The unit of length is half the shortest vertex-vertex distance, so a real cluster needs a scale factor.

Q: And what physics is missing?

A: Energies, relaxation and thermal motion. Nor do the theorems construct faces or edges, or derive Euler's relation. The twelve points are the vertices of a regular icosahedron, so after rescaling, their distances can check a starting geometry that is meant to be a perfect icosahedral cluster of thirteen atoms, one of them at the centre.

Q: I see a table of shells next. Isn't that the answer put in by hand?

```lean
/-- The neighbour shell, numbered 0 to 3, in which vertex `j` is placed as seen from `i`. -/
def shell (i j : Label) : Fin 4 :=
  if i = j then 0
  else if i.1 = j.1 then
    (if i.2.1 = j.2.1 then 2 else if i.2.2 = j.2.2 then 1 else 3)
  else if j.1 = i.1 + 1 then (if i.2.2 = j.2.1 then 1 else 2)
  else (if i.2.1 = j.2.2 then 1 else 2)

/-- The squared radii of the four shells. -/
def shellSq : Fin 4 → ℝ := ![0, 4, 4 * (phi + 1), 4 * (phi + 2)]
```

A: It is a proposed answer, and it has to be proved. `shell` encodes the sign comparisons above, with the shift `i.1 + 1` taken modulo 3, and `shellSq` lists the four squared radii. The link to geometry comes after two facts about $\varphi$.

```lean
/-- The golden ratio satisfies phi² = phi + 1. -/
theorem phi_sq : phi ^ 2 = phi + 1 := by
  have h : √5 ^ 2 = (5 : ℝ) := Real.sq_sqrt (by norm_num)
  unfold phi
  linear_combination h / 4

/-- The golden ratio lies between 1.618 and 1.619. -/
theorem phi_bounds : 1.618 < phi ∧ phi < 1.619 := by
  have h1 : (2.236 : ℝ) < √5 := (Real.lt_sqrt (by norm_num)).2 (by norm_num)
  have h2 : √5 < (2.238 : ℝ) := (Real.sqrt_lt' (by norm_num)).2 (by norm_num)
  unfold phi
  constructor <;> linarith

set_option maxHeartbeats 400000 in
/-- The squared distance between two vertices is the squared radius of their shell. -/
theorem sq_dist_vertex (i j : Label) :
    dist (vertex i) (vertex j) ^ 2 = shellSq (shell i j) := by
  rw [EuclideanSpace.dist_eq, Real.sq_sqrt (Finset.sum_nonneg fun _ _ => sq_nonneg _),
    Fin.sum_univ_three]
  simp only [Real.dist_eq, sq_abs]
  have h := phi_sq
  -- run through the shifts and signs; each case is linear in phi² and phi
  obtain ⟨a, s, t⟩ := i
  obtain ⟨b, s', t'⟩ := j
  fin_cases a <;> fin_cases b <;> cases s <;> cases t <;> cases s' <;> cases t' <;>
    simp [vertex, sgn, shell, shellSq] <;> linarith
```

`phi_sq` follows from $(\sqrt5)^2=5$, and `phi_bounds` from bounds on $\sqrt5$. In `sq_dist_vertex`, the squared distance is expanded into three coordinate terms. The proof then runs through all shifts and signs; `simp` evaluates each case, and `linarith` finishes those still open, with $\varphi^2=\varphi+1$ at hand. This is the calculation by hand, without the appeal to symmetry.

Q: Two shells could still have the same radius. Then your counts would merge.

A: The next lemma excludes that by proving the strict ordering of the squared radii.

```lean
private lemma shellSq_strictMono : StrictMono shellSq := by
  have h := phi_bounds.1
  rw [Fin.strictMono_iff_lt_succ]
  intro i
  fin_cases i
  · change (0 : ℝ) < 4
    norm_num
  · change (4 : ℝ) < 4 * (phi + 1)
    linarith
  · change 4 * (phi + 1) < 4 * (phi + 2)
    linarith

private lemma dist_iff (i j : Label) (n : Fin 4) (r : ℝ) (h0 : 0 ≤ r)
    (hr : r ^ 2 = shellSq n) : dist (vertex i) (vertex j) = r ↔ shell i j = n := by
  constructor
  · intro h
    apply shellSq_strictMono.injective
    rw [← sq_dist_vertex, h, hr]
  · intro h
    apply (sq_eq_sq₀ dist_nonneg h0).1
    rw [sq_dist_vertex, h, hr]
```

`dist_iff` then says that, for a nonnegative radius $r$ with the right square, two vertices are at distance $r$ exactly when their labels are in the corresponding shell.

Q: You still count labels, while the theorem counts points.

A: The label counts are finite checks, done by `decide`. Shell 0 contains only the label itself, so coincident points must have equal labels. That makes `vertex` injective, and `ncard_shell` uses this to carry each count over to points.

```lean
set_option maxRecDepth 20000 in
private lemma shell_zero : ∀ i j : Label, shell i j = 0 → i = j := by decide

set_option maxRecDepth 20000 in
private lemma shell_count : ∀ i : Label,
    (univ.filter fun j => shell i j = 1).card = 5 ∧
    (univ.filter fun j => shell i j = 2).card = 5 ∧
    (univ.filter fun j => shell i j = 3).card = 1 := by decide

private lemma vertex_injective : Function.Injective vertex := by
  intro i j h
  apply shell_zero
  exact (dist_iff i j 0 0 le_rfl (by simp [shellSq])).1 (by rw [h, dist_self])

private lemma ncard_shell (i : Label) (n : Fin 4) (r : ℝ) (h0 : 0 ≤ r)
    (hr : r ^ 2 = shellSq n) :
    {q ∈ cage | dist (vertex i) q = r}.ncard =
      (univ.filter fun j => shell i j = n).card := by
  have h : {q ∈ cage | dist (vertex i) q = r} =
      vertex '' (↑(univ.filter fun j => shell i j = n) : Set Label) := by
    ext q
    constructor
    · rintro ⟨⟨j, rfl⟩, hj⟩
      exact ⟨j, by simpa using (dist_iff i j n r h0 hr).1 hj, rfl⟩
    · rintro ⟨j, hj, rfl⟩
      exact ⟨⟨j, rfl⟩, (dist_iff i j n r h0 hr).2 (by simpa using hj)⟩
  rw [h, Set.ncard_image_of_injective _ vertex_injective, Set.ncard_coe_finset]
```

Q: And the centre?

A: `norm_of_mem_cage` computes $\|p\|=R$ from the coordinates, and the bounds on $\varphi$ give $1.902<R<1.903$. The main theorem then combines the counts with this radius, after checking that $2$, $2\varphi$ and $2R$ have the squares listed in `shellSq`.

```lean
/-- Every vertex lies at distance √(phi + 2) from the origin. -/
theorem norm_of_mem_cage {p : EuclideanSpace ℝ (Fin 3)} (hp : p ∈ cage) :
    ‖p‖ = √(phi + 2) := by
  obtain ⟨⟨a, s, t⟩, rfl⟩ := hp
  have h := phi_sq
  rw [EuclideanSpace.norm_eq, Fin.sum_univ_three]
  simp only [Real.norm_eq_abs, sq_abs]
  congr 1
  fin_cases a <;> cases s <;> cases t <;> simp [vertex, sgn] <;> linarith

/-- The centre-vertex distance √(phi + 2) lies between 1.902 and 1.903. -/
theorem radius_bounds : 1.902 < √(phi + 2) ∧ √(phi + 2) < 1.903 := by
  obtain ⟨h1, h2⟩ := phi_bounds
  constructor
  · exact (Real.lt_sqrt (by norm_num)).2 (by norm_num at *; linarith)
  · exact (Real.sqrt_lt' (by norm_num)).2 (by norm_num at *; linarith)

/-- The cage has twelve vertices. Each has five others at distance 2, five at 2 phi and one at
2 √(phi + 2), and its distance from the centre is below 2. -/
theorem icosahedral_distances :
    cage.ncard = 12 ∧ ∀ p ∈ cage,
      {q ∈ cage | dist p q = 2}.ncard = 5 ∧
      {q ∈ cage | dist p q = 2 * phi}.ncard = 5 ∧
      {q ∈ cage | dist p q = 2 * √(phi + 2)}.ncard = 1 ∧
      ‖p‖ < 2 := by
  have hphi := phi_bounds.1
  have hpos : 0 ≤ phi := by linarith
  constructor
  · rw [cage, ← Set.image_univ, Set.ncard_image_of_injective _ vertex_injective,
      Set.ncard_univ, Nat.card_eq_fintype_card]
    rfl
  · intro p hp
    have hn := norm_of_mem_cage hp
    obtain ⟨i, rfl⟩ := hp
    obtain ⟨c1, c2, c3⟩ := shell_count i
    refine ⟨?_, ?_, ?_, ?_⟩
    · rw [ncard_shell i 1 2 (by norm_num) (by norm_num [shellSq]), c1]
    · have h : (2 * phi) ^ 2 = shellSq 2 := by
        change (2 * phi) ^ 2 = 4 * (phi + 1)
        linear_combination 4 * phi_sq
      rw [ncard_shell i 2 _ (by positivity) h, c2]
    · have h : (2 * √(phi + 2)) ^ 2 = shellSq 3 := by
        change (2 * √(phi + 2)) ^ 2 = 4 * (phi + 2)
        rw [mul_pow, Real.sq_sqrt (by linarith)]
        norm_num
      rw [ncard_shell i 3 _ (by positivity) h, c3]
    · rw [hn]
      linarith [radius_bounds.2]
```

Q: Is the single point at $2R$ really the antipode?

A: Yes. For $p,q$ in the cage, the parallelogram law reads $\|p+q\|^2+\|p-q\|^2=4R^2$. If $\|p-q\|=2R$, then $p+q=0$. Conversely, $q=-p$ leaves $\|p-q\|^2=4R^2$.

```lean
/-- Two vertices are at distance 2 √(phi + 2) exactly when they are opposite each other
through the centre. -/
theorem dist_eq_diameter_iff {p q : EuclideanSpace ℝ (Fin 3)} (hp : p ∈ cage) (hq : q ∈ cage) :
    dist p q = 2 * √(phi + 2) ↔ q = -p := by
  have law := parallelogram_law_with_norm ℝ p q
  rw [norm_of_mem_cage hp, norm_of_mem_cage hq, ← dist_eq_norm] at law
  constructor
  · intro h
    rw [h] at law
    -- the parallelogram law leaves nothing for the sum p + q
    have h0 : ‖p + q‖ * ‖p + q‖ = 0 := by linarith
    exact (neg_eq_of_add_eq_zero_right (norm_eq_zero.1 (mul_self_eq_zero.1 h0))).symm
  · rintro rfl
    rw [add_neg_cancel, norm_zero] at law
    apply (sq_eq_sq₀ dist_nonneg (by positivity)).1
    linarith
```

Q: Do you need both points in the cage?

A: The proof uses only that both have norm $R$, but that condition can't simply be dropped. Keep $p$ in the cage and let $q=3p$. The distance is $2\|p\|=2R$, yet $q\neq-p$. Here $q$ has norm $3R$, so it isn't a vertex.

Q: Last doubt: does $R<2$ say anything about a cluster with an atom in the middle?

A: It says that the centre-surface distance is shorter than every surface-surface distance. `vertex_separation` proves this for any two distinct vertices: their shell number is at least 1, so the squared distance is at least $4$ and the distance at least $2$, which exceeds $R$.

```lean
/-- Any two distinct vertices are at least 2 apart, and farther from each other than the first is
from the centre. -/
theorem vertex_separation {p q : EuclideanSpace ℝ (Fin 3)} (hp : p ∈ cage) (hq : q ∈ cage)
    (hne : p ≠ q) : 2 ≤ dist p q ∧ ‖p‖ < dist p q := by
  have hn := norm_of_mem_cage hp
  obtain ⟨i, rfl⟩ := hp
  obtain ⟨j, rfl⟩ := hq
  have hs : shell i j ≠ 0 := fun h => hne (congrArg vertex (shell_zero i j h))
  have key : ∀ n : Fin 4, n ≠ 0 → 1 ≤ n := by decide
  have h1 : 1 ≤ shell i j := key _ hs
  have h4 : (4 : ℝ) ≤ dist (vertex i) (vertex j) ^ 2 := by
    rw [sq_dist_vertex]
    exact shellSq_strictMono.monotone h1
  have h2 : 2 ≤ dist (vertex i) (vertex j) := by
    nlinarith [dist_nonneg (x := vertex i) (y := vertex j)]
  exact ⟨h2, by rw [hn]; linarith [radius_bounds.2]⟩

end

end IcosahedralCage
```

In this ideal geometry, the centre-surface distance and the shortest surface-surface distance are therefore different: the second is about 5% longer.

```lean
#print axioms IcosahedralCage.icosahedral_distances
#print axioms IcosahedralCage.dist_eq_diameter_iff
#print axioms IcosahedralCage.vertex_separation
```

```
'IcosahedralCage.icosahedral_distances' depends on axioms: [propext, Classical.choice, Quot.sound]
'IcosahedralCage.dist_eq_diameter_iff' depends on axioms: [propext, Classical.choice, Quot.sound]
'IcosahedralCage.vertex_separation' depends on axioms: [propext, Classical.choice, Quot.sound]
```
